# A projector is the unique non-interacting ground state exactly when it commutes with h and has a strict gap

Fill the N lowest orbitals of a lattice Hamiltonian whose N-th and (N+1)-th levels coincide, and the resulting density matrix depends on which degenerate orbital the diagonaliser happens to list first. The energy is well defined, but the ground-state density matrix is not. Comparing the expectation values of h in filled and empty orbitals is not enough either: for one particle on two sites with energies 0 and 1 and non-zero hopping, the orbital on the lower site has less energy than the one on the upper site, yet mixing them lowers the energy further.

Let h be a Hermitian matrix on a finite set of sites, and P a Hermitian projector of trace N. The competitors are the Hermitian γ with 0 ≤ γ ≤ 1 and tr γ = N, with energy E(γ) = Re tr(hγ). Then P is the unique minimiser if and only if hP = Ph and

⟨x,hx⟩ < ⟨y,hy⟩ for all unit x in range P and unit y in ker P.

For a non-interacting finite lattice, or a fixed Kohn–Sham Hamiltonian written as a matrix in a finite orthonormal basis, this tells when filling orbitals gives an unambiguous density matrix. Each site or basis function holds at most one fermion here, so for electrons with spin the two spin states count as separate sites.

## Minimality forces commutation and a gap

Suppose P is the unique minimiser. Put K = hP − Ph, so that K† = −K. Then e^{tK} is unitary for real t, and γ(t) = e^{tK} P e^{−tK} is again a projector of trace N. Its energy is minimal at t = 0, so the derivative there vanishes:

0 = Re tr(h(KP − PK)) = Re tr((Ph − hP)K) = Re tr(K†K).

The last expression is the sum of |K_ij|², hence K = 0.

For the gap, take unit x in range P and unit y in ker P. They are orthogonal, so γ′ = P − |x⟩⟨x| + |y⟩⟨y| is a projector of trace N. It differs from P, because tr(Pγ′) = N − 1. Uniqueness gives

0 < E(γ′) − E(P) = ⟨y,hy⟩ − ⟨x,hx⟩.

## Particles cost more than holes release

Conversely, assume both conditions and let γ ≠ P be a competitor. Write Q = 1 − P, A = QγQ for the particles outside range P, and B = P(1−γ)P for the holes inside it. Both are positive semidefinite. Since h commutes with P,

tr(hA) = tr(hγ) − tr(hPγ), tr(hB) = tr(hP) − tr(hPγ),

and therefore E(γ) − E(P) = Re tr(hA) − Re tr(hB). Setting h = 1 gives tr A = tr B = τ.

If τ = 0, then A = B = 0. Positivity turns QγQ = 0 into γQ = 0, and likewise (1−γ)P = 0, so γ = γP + γQ = P, a contradiction. Hence τ > 0.

Diagonalise A and B, with unit eigenvectors v_k, w_j and eigenvalues a_k, b_j ≥ 0. If a_k > 0, then PA = 0 puts v_k in ker P; if b_j > 0, then PB = B puts w_j in range P. Thus

τ(E(γ) − E(P)) = Σ_kj a_k b_j (⟨v_k,hv_k⟩ − ⟨w_j,hw_j⟩) > 0.

## Density matrices and energies in Lean

The type `n` is the set of sites, not a density; `N` is the particle number.

```lean
import Mathlib

open Matrix
open NormedSpace (exp)
open scoped ComplexOrder

namespace UniqueAufbau

noncomputable section

variable {n : Type*} [Fintype n] [DecidableEq n] {h P γ : Matrix n n ℂ} {N : ℕ}
```

Energies and expectation values are defined as real parts, which for Hermitian matrices lose nothing.

```lean
/-- The energy `Re tr(h γ)` of a one-particle density matrix `γ`. -/
def energy (h γ : Matrix n n ℂ) : ℝ := (h * γ).trace.re
```

Here `star x ⬝ᵥ y` is ⟨x,y⟩, and `*ᵥ` applies a matrix to a vector.

```lean
/-- The real part of the expectation value `⟨x, h x⟩`. -/
def expect (h : Matrix n n ℂ) (x : n → ℂ) : ℝ := (star x ⬝ᵥ h *ᵥ x).re
```

`PosSemidef` includes Hermiticity. That these matrices are precisely the one-particle density matrices of N-fermion ensembles is the physical reading of the definition, and is not derived here.

```lean
/-- The matrix `γ` satisfies `0 ≤ γ ≤ 1` and has trace `N`. -/
def Admissible (N : ℕ) (γ : Matrix n n ℂ) : Prop :=
  γ.PosSemidef ∧ (1 - γ).PosSemidef ∧ γ.trace = N
```

Uniqueness means a strict inequality against every other admissible matrix.

```lean
/-- `P` is admissible and every other admissible density matrix has strictly higher energy. -/
def IsUniqueMinimiser (h : Matrix n n ℂ) (N : ℕ) (P : Matrix n n ℂ) : Prop :=
  Admissible N P ∧ ∀ γ, Admissible N γ → γ ≠ P → energy h P < energy h γ

/-- The matrix `|x⟩⟨x|` of an orbital `x`. -/
def orb (x : n → ℂ) : Matrix n n ℂ := vecMulVec x (star x)
```

## Exchanging and rotating orbitals

The first lemma is the step from Re tr(K†K) = 0 to K = 0.

```lean
omit [DecidableEq n] in
/-- A matrix `K` with `Re tr(K† K) = 0` vanishes. -/
theorem eq_zero_of_energy {K : Matrix n n ℂ} (hK : energy Kᴴ K = 0) : K = 0 :=
  Matrix.trace_conjTranspose_mul_self_eq_zero_iff.mp (Complex.ext hK
    (Complex.le_def.mp (posSemidef_conjTranspose_mul_self K).trace_nonneg).2.symm)
```

Projectors are admissible because P = P†P and 1 − P = (1−P)†(1−P).

```lean
/-- A Hermitian projector of trace `N` is an admissible density matrix. -/
theorem projector_admissible (hP : P.IsHermitian) (hPP : P * P = P) (hN : P.trace = N) :
    Admissible N P := by
  have h1 := posSemidef_conjTranspose_mul_self P
  have h2 := posSemidef_conjTranspose_mul_self (1 - P)
  have h3 : (1 - P) * (1 - P) = 1 - P := by
    linear_combination (norm := noncomm_ring) hPP
  rw [hP.eq, hPP] at h1
  rw [conjTranspose_sub, conjTranspose_one, hP.eq, h3] at h2
  exact ⟨h1, h2, hN⟩
```

Next comes the exchange, with `u` in the role of y. The facts `hRU` and `hUR` express that the new orbital is orthogonal to those that stay occupied.

```lean
/-- In a Hermitian projector of trace `N`, replace a unit orbital `x` of its range by a unit
orbital `u` of its kernel. The result is admissible, and the energy changes by the difference of
the two expectation values. -/
theorem exchange (hP : P.IsHermitian) (hPP : P * P = P) (hN : P.trace = N) {x u : n → ℂ}
    (hx : P *ᵥ x = x) (hu : P *ᵥ u = 0) (hx1 : star x ⬝ᵥ x = 1) (hu1 : star u ⬝ᵥ u = 1) :
    Admissible N (P - orb x + orb u) ∧
    ∀ h, energy h (P - orb x + orb u) = energy h P - expect h x + expect h u := by
  have mv : ∀ (M : Matrix n n ℂ) (v : n → ℂ), M * orb v = vecMulVec (M *ᵥ v) (star v) :=
    fun M v => Matrix.mul_vecMulVec _ _ _
  have hv : ∀ v w : n → ℂ, orb v *ᵥ w = (star v ⬝ᵥ w) • v := by
    intro v w
    funext i
    simp only [orb, mulVec, vecMulVec_apply, dotProduct, Pi.smul_apply, smul_eq_mul,
      Finset.sum_mul]
    exact Finset.sum_congr rfl fun j _ => by ring
  have hO : ∀ v : n → ℂ, (orb v)ᴴ = orb v := by
    intro v
    ext i j
    simp [orb, vecMulVec_apply, mul_comm]
  have hS : ∀ v : n → ℂ, star v ⬝ᵥ v = 1 → orb v * orb v = orb v := by
    intro v h
    rw [mv, hv, h, one_smul]
    rfl
  have trM : ∀ (M : Matrix n n ℂ) (v : n → ℂ), (M * orb v).trace = star v ⬝ᵥ M *ᵥ v := by
    intro M v
    rw [mv, trace_vecMulVec, dotProduct_comm]
  have hPX : P * orb x = orb x := by
    rw [mv, hx]
    rfl
  have hXP := congrArg conjTranspose hPX
  rw [conjTranspose_mul, hO, hP.eq] at hXP
  have hxu : star x ⬝ᵥ u = 0 := by
    rw [← hx, star_mulVec, hP.eq, ← dotProduct_mulVec, hu, dotProduct_zero]
  -- the new orbital is orthogonal to the remaining occupied ones
  have hRU : (P - orb x) * orb u = 0 := by
    rw [mv, sub_mulVec, hv, hu, hxu, zero_smul, sub_self]
    ext i j
    simp [vecMulVec_apply]
  have hUR := congrArg conjTranspose hRU
  rw [conjTranspose_mul, conjTranspose_sub, hO u, hO x, hP.eq, conjTranspose_zero] at hUR
  refine ⟨projector_admissible ?_ ?_ ?_, fun h => ?_⟩
  · rw [Matrix.IsHermitian, conjTranspose_add, conjTranspose_sub, hO, hO, hP.eq]
  · linear_combination (norm := noncomm_ring)
      hPP - hPX - hXP + hS x hx1 + hS u hu1 + hRU + hUR
  · have t1 := trM 1 x
    have t2 := trM 1 u
    rw [one_mul, one_mulVec, hx1] at t1
    rw [one_mul, one_mulVec, hu1] at t2
    rw [trace_add, trace_sub, t1, t2, hN]
    ring
  · simp only [energy, expect, mul_add, mul_sub, trace_add, trace_sub, trM,
      Complex.add_re, Complex.sub_re]
```

The rotation argument needs only that P is a minimiser, not the unique one. `hadm` shows that γ(t) is admissible, `hd` differentiates it, and `e3` identifies the slope with Re tr(K†K).

```lean
/-- If a Hermitian projector of trace `N` minimises the energy of a Hermitian `h` over the
admissible density matrices, then it commutes with `h`. -/
theorem commute_of_minimal (hh : h.IsHermitian) (hP : P.IsHermitian) (hPP : P * P = P)
    (hN : P.trace = N) (hmin : ∀ γ, Admissible N γ → energy h P ≤ energy h γ) :
    h * P = P * h := by
  obtain ⟨K, hK⟩ : ∃ K, K = h * P - P * h := ⟨_, rfl⟩
  have hKs : Kᴴ = -K := by
    rw [hK, conjTranspose_sub, conjTranspose_mul, conjTranspose_mul, hh.eq, hP.eq, neg_sub]
  have hS : ∀ t : ℝ, (exp (t • K))ᴴ = exp (t • (-K)) := fun t => by
    rw [← Matrix.exp_conjTranspose, conjTranspose_smul, hKs, star_trivial]
  have hU : ∀ t : ℝ, exp (t • (-K)) * exp (t • K) = 1 := fun t => by
    rw [smul_neg, ← Matrix.exp_add_of_commute _ _ (Commute.refl (t • K)).neg_left,
      neg_add_cancel, NormedSpace.exp_zero]
  -- rotated projectors are admissible
  have hadm : ∀ t : ℝ, Admissible N (exp (t • K) * P * exp (t • (-K))) := by
    intro t
    have h1 := hU t
    rw [← hS] at h1 ⊢
    generalize exp (t • K) = U at h1 ⊢
    refine projector_admissible ?_ ?_ ?_
    · simp only [Matrix.IsHermitian, conjTranspose_mul, conjTranspose_conjTranspose, hP.eq,
        Matrix.mul_assoc]
    · calc U * P * Uᴴ * (U * P * Uᴴ) = U * P * (Uᴴ * U) * P * Uᴴ := by
            simp only [Matrix.mul_assoc]
        _ = U * P * Uᴴ := by rw [h1, mul_one, Matrix.mul_assoc U P P, hPP]
    · rw [trace_mul_comm, ← Matrix.mul_assoc, h1, one_mul, hN]
  have hloc : IsLocalMin (fun t : ℝ => energy h (exp (t • K) * P * exp (t • (-K)))) 0 :=
    Filter.Eventually.of_forall fun t => by
      simpa only [zero_smul, NormedSpace.exp_zero, one_mul, mul_one] using hmin _ (hadm t)
  let _ : NormedRing (Matrix n n ℂ) := Matrix.linftyOpNormedRing
  let _ : NormedAlgebra ℝ (Matrix n n ℂ) := Matrix.linftyOpNormedAlgebra
  have hd : HasDerivAt (fun t : ℝ => exp (t • K) * P * exp (t • (-K))) (K * P - P * K) 0 :=
    HasDerivAt.congr_deriv
      (((hasDerivAt_exp_smul_const (x := K) (t := (0 : ℝ))).mul_const P).mul
        (hasDerivAt_exp_smul_const (x := -K) (t := (0 : ℝ)))) (by simp [sub_eq_add_neg])
  let L : Matrix n n ℂ →ₗ[ℝ] ℝ :=
    { toFun := energy h
      map_add' := by intros; simp [energy, mul_add]
      map_smul' := by intros; simp [energy] }
  have h0 : energy h (K * P - P * K) = 0 := hloc.hasDerivAt_eq_zero
    ((LinearMap.toContinuousLinearMap L).hasFDerivAt.comp_hasDerivAt (0 : ℝ) hd)
  -- the slope is the squared norm of the commutator
  have e1 : (h * (K * P)).trace = (P * (h * K)).trace := by
    rw [← Matrix.mul_assoc, trace_mul_comm]
  have e2 : -K * K = P * (h * K) - h * (P * K) := by
    rw [show -K = P * h - h * P by rw [hK, neg_sub], sub_mul, Matrix.mul_assoc,
      Matrix.mul_assoc]
  have e3 : energy Kᴴ K = energy h (K * P - P * K) := by
    unfold energy
    rw [hKs, e2, mul_sub, trace_sub, trace_sub, e1]
  exact sub_eq_zero.mp (hK.symm.trans (eq_zero_of_energy (e3.trans h0)))
```

## Comparing every particle with every hole

The spectral theorem supplies the eigenvectors and eigenvalues of A and B.

```lean
/-- A positive semidefinite matrix has unit eigenvectors with nonnegative occupations, and its
energy is the sum of their expectation values weighted by the occupations. -/
theorem natural_orbitals {A : Matrix n n ℂ} (hA : A.PosSemidef) :
    ∃ (a : n → ℝ) (v : n → n → ℂ),
      (∀ k, 0 ≤ a k ∧ star (v k) ⬝ᵥ v k = 1 ∧ A *ᵥ v k = (a k : ℂ) • v k) ∧
      ∀ h, energy h A = ∑ k, a k * expect h (v k) := by
  have H := hA.isHermitian
  let U : Matrix n n ℂ := H.eigenvectorUnitary
  have hU : Uᴴ * U = 1 := mem_unitaryGroup_iff'.mp H.eigenvectorUnitary.2
  have hv : ∀ k, A *ᵥ Uᵀ k = (H.eigenvalues k : ℂ) • Uᵀ k := fun k =>
    (H.mulVec_eigenvectorBasis k).trans (funext fun i => Complex.real_smul)
  refine ⟨H.eigenvalues, fun k => Uᵀ k, fun k => ⟨hA.eigenvalues_nonneg k,
    (congrFun (congrFun hU k) k).trans (one_apply_eq k), hv k⟩, fun h => ?_⟩
  have e : (h * A).trace = (Uᴴ * (h * A * U)).trace := by
    rw [trace_mul_comm Uᴴ, Matrix.mul_assoc (h * A), mul_eq_one_comm.mp hU, mul_one]
  rw [energy, e, Matrix.trace, Complex.re_sum]
  refine Finset.sum_congr rfl fun k _ => ?_
  change (star (Uᵀ k) ⬝ᵥ (h * A) *ᵥ Uᵀ k).re = _
  rw [← mulVec_mulVec, hv, mulVec_smul, dotProduct_smul, smul_eq_mul, Complex.re_ofReal_mul]
  rfl
```

The energy difference splits into its particle and hole parts.

```lean
/-- For a projector `P` commuting with `h`, the energy of `γ` relative to `P` is that of the
particles outside the range of `P` minus that of the holes inside it. -/
theorem energy_split (hPP : P * P = P) (hc : h * P = P * h) (γ : Matrix n n ℂ) :
    energy h γ - energy h P =
      energy h ((1 - P) * γ * (1 - P)) - energy h (P * (1 - γ) * P) := by
  have e1 : (1 - P) * (h * ((1 - P) * γ)) = h * γ - h * P * γ := by
    linear_combination (norm := noncomm_ring) hc * γ - hc * (P * γ) + h * hPP * γ
  have e2 : P * (h * (P * (1 - γ))) = h * P - h * P * γ := by
    linear_combination (norm := noncomm_ring) h * hPP * (1 - γ) - hc * (P * (1 - γ))
  simp only [energy]
  rw [← Matrix.mul_assoc h ((1 - P) * γ), trace_mul_comm (h * ((1 - P) * γ)), e1,
    ← Matrix.mul_assoc h (P * (1 - γ)), trace_mul_comm (h * (P * (1 - γ))), e2]
  simp only [trace_sub, Complex.sub_re]
  ring
```

In the next proof, `kill` is the positivity step, `hab` the equality of traces, and `hAB` excludes A = B = 0. The strict inequality `lt` for occupied pairs is summed in `key`, and dividing by τ finishes.

```lean
/-- Let the Hermitian projector `P` of trace `N` commute with `h`, and let every unit vector in its
range have lower energy than every unit vector in its kernel. Then every other admissible density
matrix has strictly higher energy than `P`. -/
theorem energy_lt_of_gap (hP : P.IsHermitian) (hPP : P * P = P) (hN : P.trace = N)
    (hc : h * P = P * h)
    (gap : ∀ x y, P *ᵥ x = x → P *ᵥ y = 0 → star x ⬝ᵥ x = 1 → star y ⬝ᵥ y = 1 →
      expect h x < expect h y)
    (hγ : Admissible N γ) (hne : γ ≠ P) : energy h P < energy h γ := by
  have hQ : (1 - P).IsHermitian := isHermitian_one.sub hP
  have pA := hγ.1.conjTranspose_mul_mul_same (1 - P)
  have pB := hγ.2.1.conjTranspose_mul_mul_same P
  rw [hQ.eq] at pA
  rw [hP.eq] at pB
  have s1 := energy_split (h := 1) hPP (by rw [one_mul, mul_one]) γ
  have s2 := energy_split hPP hc γ
  have hPA : P * ((1 - P) * γ * (1 - P)) = 0 := by
    have h0 : P * (1 - P) = 0 := by rw [mul_sub, mul_one, hPP, sub_self]
    rw [← Matrix.mul_assoc, ← Matrix.mul_assoc, h0, zero_mul, zero_mul]
  have hPB : P * (P * (1 - γ) * P) = P * (1 - γ) * P := by
    rw [← Matrix.mul_assoc, ← Matrix.mul_assoc, hPP]
  -- a positive matrix whose compression vanishes is zero on that subspace
  have kill : ∀ M Q : Matrix n n ℂ, M.PosSemidef → Q.IsHermitian → Q * M * Q = 0 →
      M * Q = 0 := by
    intro M Q hM hQ h0
    refine Matrix.toLin'.injective (LinearMap.ext fun w => ?_)
    rw [toLin'_apply, toLin'_apply, zero_mulVec, ← mulVec_mulVec]
    refine (hM.dotProduct_mulVec_zero_iff _).mp ?_
    rw [star_mulVec, hQ.eq, ← dotProduct_mulVec, mulVec_mulVec, mulVec_mulVec,
      h0, zero_mulVec, dotProduct_zero]
  have hAB : ¬ ((1 - P) * γ * (1 - P) = 0 ∧ P * (1 - γ) * P = 0) := fun ⟨hA, hB⟩ => hne (by
    linear_combination (norm := noncomm_ring) kill _ _ hγ.1 hQ hA - kill _ _ hγ.2.1 hP hB)
  generalize (1 - P) * γ * (1 - P) = A at *
  generalize P * (1 - γ) * P = B at *
  obtain ⟨a, v, hv, ea⟩ := natural_orbitals pA
  obtain ⟨b, w, hw, eb⟩ := natural_orbitals pB
  have htr : energy 1 γ = energy 1 P := by simp only [energy, one_mul, hγ.2.2, hN]
  have hab : ∑ k, a k = ∑ j, b j := by
    rw [ea, eb, htr] at s1
    simp only [expect, one_mulVec, fun k => (hv k).2.1, fun k => (hw k).2.1, Complex.one_re,
      mul_one] at s1
    linarith
  have vanish : ∀ c : n → ℝ, (∀ k, 0 ≤ c k) → ¬ 0 < ∑ k, c k → ∀ k, c k = 0 :=
    fun c hc0 hs k => le_antisymm ((Finset.single_le_sum (fun i _ => hc0 i)
      (Finset.mem_univ k)).trans (not_lt.mp hs)) (hc0 k)
  have ht : 0 < ∑ k, a k := by
    by_contra hs
    have a0 := vanish a (fun k => (hv k).1) hs
    have b0 := vanish b (fun k => (hw k).1) (hab ▸ hs)
    exact hAB ⟨eq_zero_of_energy (by simp [ea, a0]), eq_zero_of_energy (by simp [eb, b0])⟩
  have lt : ∀ k j, 0 < a k → 0 < b j →
      a k * (b j * expect h (w j)) < a k * expect h (v k) * b j := by
    intro k j hk hj
    have h1 : P *ᵥ v k = 0 := by
      have := congrArg (fun M => M *ᵥ v k) hPA
      simp only [← mulVec_mulVec, (hv k).2.2, mulVec_smul, zero_mulVec] at this
      exact (smul_eq_zero.mp this).resolve_left (Complex.ofReal_ne_zero.mpr hk.ne')
    have h2 : P *ᵥ w j = w j := by
      have := congrArg (fun M => M *ᵥ w j) hPB
      simp only [← mulVec_mulVec, (hw j).2.2, mulVec_smul] at this
      exact smul_right_injective _ (Complex.ofReal_ne_zero.mpr hj.ne') this
    linarith [mul_lt_mul_of_pos_left (gap _ _ h2 h1 (hw j).2.1 (hv k).2.1) (mul_pos hk hj)]
  have le : ∀ k j, a k * (b j * expect h (w j)) ≤ a k * expect h (v k) * b j := by
    intro k j
    rcases (hv k).1.eq_or_lt with h1 | h1
    · simp [← h1]
    rcases (hw j).1.eq_or_lt with h2 | h2
    · simp [← h2]
    exact (lt k j h1 h2).le
  have ex : ∀ c : n → ℝ, 0 < ∑ k, c k → ∃ k, 0 < c k := by
    intro c hs
    by_contra! hn
    exact absurd (Finset.sum_nonpos fun k _ => hn k) (not_le_of_gt hs)
  obtain ⟨k, hk⟩ := ex a ht
  obtain ⟨j, hj⟩ := ex b (hab ▸ ht)
  -- compare every particle with every hole
  have key : (∑ k, a k) * ∑ j, b j * expect h (w j) <
      (∑ k, a k * expect h (v k)) * ∑ j, b j := by
    rw [Finset.sum_mul_sum, Finset.sum_mul_sum]
    exact Finset.sum_lt_sum (fun k _ => Finset.sum_le_sum fun j _ => le k j)
      ⟨k, Finset.mem_univ k, Finset.sum_lt_sum (fun j _ => le k j)
        ⟨j, Finset.mem_univ j, lt k j hk hj⟩⟩
  rw [← hab, mul_comm, ← ea, ← eb] at key
  linarith [lt_of_mul_lt_mul_right key ht.le]
```

The final theorem joins both directions. It covers every N from 0 to the number of sites: for an empty or a completely filled lattice the gap condition is vacuous, and P is the only admissible matrix.

```lean
/-- For Hermitian `h`, a Hermitian projector `P` of trace `N` is the unique minimiser of the energy
over the admissible density matrices if and only if it commutes with `h` and every unit vector in
its range has strictly lower energy than every unit vector in its kernel. -/
theorem unique_minimiser_iff (hh : h.IsHermitian) (hP : P.IsHermitian) (hPP : P * P = P)
    (hN : P.trace = N) :
    IsUniqueMinimiser h N P ↔ h * P = P * h ∧
      ∀ x y, P *ᵥ x = x → P *ᵥ y = 0 → star x ⬝ᵥ x = 1 → star y ⬝ᵥ y = 1 →
        expect h x < expect h y := by
  refine ⟨fun ⟨_, hu⟩ => ⟨commute_of_minimal hh hP hPP hN fun γ hγ => ?_,
    fun x y hx hy hx1 hy1 => ?_⟩, fun ⟨hc, gap⟩ => ⟨projector_admissible hP hPP hN,
      fun γ hγ hne => energy_lt_of_gap hP hPP hN hc gap hγ hne⟩⟩
  · by_cases e : γ = P
    · rw [e]
    · exact (hu γ hγ e).le
  · obtain ⟨hadm, hen⟩ := exchange hP hPP hN hx hy hx1 hy1
    have hne : P - orb x + orb y ≠ P := by
      intro e
      -- the occupation of the range of `P` tells the two apart
      have h1 := hen P
      rw [e] at h1
      simp only [expect, hx, hy, hx1, dotProduct_zero, Complex.one_re, Complex.zero_re] at h1
      linarith
    have := hu _ hadm hne
    rw [hen] at this
    linarith

end

end UniqueAufbau
```

```lean
#print axioms UniqueAufbau.unique_minimiser_iff
```

```
'UniqueAufbau.unique_minimiser_iff' depends on axioms: [propext, Classical.choice, Quot.sound]
```
